# In finite nonzero dimension, a unitary Γ × Γ* contains the trivial species exactly once if and only if the commutant of Γ is scalar

The trivial species is represented here by a subspace: the vectors of the direct product that every symmetry operation leaves fixed. Its multiplicity is the dimension of that subspace, so no characters are needed and the group $G$ may be finite or infinite.

Here a species means any finite-dimensional unitary representation, irreducible or not. The species $\Gamma$ and $\Gamma'$ are given by unitary matrices $D(g)$ and $E(g)$, with rows and columns labelled by finite index sets `m` and `n`. A vector of $\Gamma\times\Gamma'^*$ is a function of an index pair, of type `m × n → ℂ`. The group acts on it by $D(g)\otimes\overline{E(g)}$, where `⊗ₖ` is the Kronecker product and `.map star` conjugates each entry. The fixed vectors form the subspace `invariants D E`.

```lean
import Mathlib

open Matrix
open scoped Kronecker

namespace TrivialSpeciesInDirectProduct

noncomputable section

variable {G m n : Type*} [Group G] [Fintype m] [DecidableEq m] [Fintype n] [DecidableEq n]

/-- The vectors of the direct product `Γ × Γ'*` that are fixed by every
`D(g) ⊗ conj E(g)`, where `D` and `E` are the unitary matrices of `Γ` and `Γ'`. -/
def invariants (D : G →* Matrix.unitaryGroup m ℂ) (E : G →* Matrix.unitaryGroup n ℂ) :
    Submodule ℂ (m × n → ℂ) where
  carrier := {v | ∀ g, ((D g : Matrix m m ℂ) ⊗ₖ (E g : Matrix n n ℂ).map star) *ᵥ v = v}
  zero_mem' := fun g => Matrix.mulVec_zero _
  add_mem' := by
    intro v w hv hw g
    rw [Matrix.mulVec_add, hv g, hw g]
  smul_mem' := by
    intro c v hv g
    rw [Matrix.mulVec_smul, hv g]
```

The condition placed on a single species is that its commutant is scalar: a matrix $X$ with $D(g)X=XD(g)$ for all $g$ must be $c\,\mathbb 1$ for some complex $c$.

```lean
/-- Every matrix that commutes with all `D(g)` is a multiple of the identity. -/
def ScalarCommutant (D : G →* Matrix.unitaryGroup n ℂ) : Prop :=
  ∀ X : Matrix n n ℂ, (∀ g, (D g : Matrix n n ℂ) * X = X * (D g : Matrix n n ℂ)) →
    ∃ c : ℂ, X = c • (1 : Matrix n n ℂ)
```

The candidate for the fixed vector is $\sum_i e_i\otimes e_i$, where the $e_i$ are the basis vectors. Its component at $(a,b)$ is $\sum_i\delta_{ia}\delta_{ib}=\delta_{ab}$, an entry of the identity matrix. In dimension $d\ge 1$ its norm is $\sqrt d$, so the normalised vector is $d^{-1/2}\sum_i e_i\otimes e_i$.

```lean
/-- The paired vector `∑ᵢ eᵢ ⊗ eᵢ`. -/
def pairVector (n : Type*) [Fintype n] [DecidableEq n] : n × n → ℂ :=
  fun p => ∑ i, (Pi.single i 1 : n → ℂ) p.1 * (Pi.single i 1 : n → ℂ) p.2

/-- The components of the paired vector are the entries of the identity matrix. -/
theorem pairVector_apply (p : n × n) : pairVector n p = (1 : Matrix n n ℂ) p.1 p.2 := by
  obtain ⟨a, b⟩ := p
  by_cases h : a = b
  · subst h
    simp [pairVector, Pi.single_apply]
  · simp [pairVector, Pi.single_apply, h]
```

## The complex conjugate on the second factor

Conjugation is how the coefficients of a bra transform when those of the ket transform by $E(g)$. By hand, it matters when a vector of the direct product is read as a matrix $X$ with entries $X_{ab}$. For any square matrices $A$ and $B$ of matching sizes,

$$\big((A\otimes\overline B)X\big)_{ij}=\sum_{a,b}A_{ia}\,\overline{B_{jb}}\,X_{ab}=\sum_b\Big(\sum_a A_{ia}X_{ab}\Big)(B^\dagger)_{bj}=(AXB^\dagger)_{ij}.$$

The proof of `kronecker_conj_mulVec` expands both sides into these double sums, exchanges the order of summation with `Finset.sum_comm`, and compares the terms.

```lean
omit [DecidableEq m] [DecidableEq n] in
/-- When a vector of the direct product is read as a matrix `X`, the operator `A ⊗ conj B` sends it
to `A X B†`. -/
theorem kronecker_conj_mulVec (A : Matrix m m ℂ) (B : Matrix n n ℂ) (X : Matrix m n ℂ) :
    (A ⊗ₖ B.map star) *ᵥ (fun p : m × n => X p.1 p.2) =
      fun p => (A * X * Bᴴ) p.1 p.2 := by
  ext ⟨i, j⟩
  simp only [Matrix.mulVec, dotProduct, Matrix.kroneckerMap_apply, Matrix.map_apply,
    Matrix.mul_apply, Matrix.conjTranspose_apply, Fintype.sum_prod_type, Finset.sum_mul]
  rw [Finset.sum_comm]
  exact Finset.sum_congr rfl fun b _ => Finset.sum_congr rfl fun a _ => by ring
```

Without the conjugate, $B^\dagger$ becomes the transpose $B^T$, and the fixed vector can disappear. If $G$ is the group of all phases $e^{i\theta}$ acting on one dimension, $D\otimes D$ multiplies by $e^{2i\theta}$ and fixes only zero.

## Unitarity of the matrices

Unitary matrices describe symmetry operations that preserve inner products, written in an orthonormal basis. In Lean this is part of the type: `D` and `E` are homomorphisms into `Matrix.unitaryGroup`.

By hand, a fixed $X$ satisfies $D(g)XE(g)^\dagger=X$. Multiplying on the right by $E(g)$ and using $E(g)^\dagger E(g)=\mathbb 1$ gives

$$D(g)X=XE(g).$$

Conversely, multiplying this equation on the right by $E(g)^\dagger$ and using $E(g)E(g)^\dagger=\mathbb 1$ returns the first. A matrix $X$ with this property is called an intertwiner. In the proof, `h2` and `h1` are the two unitarity relations; the `calc` block carries out the first direction, and the last `rw` the second.

```lean
/-- A vector of the direct product, read as a matrix `X`, is fixed by every `D(g) ⊗ conj E(g)`
exactly when `D(g) X = X E(g)` for all `g`. -/
theorem mem_invariants_iff_intertwines (D : G →* Matrix.unitaryGroup m ℂ)
    (E : G →* Matrix.unitaryGroup n ℂ) (X : Matrix m n ℂ) :
    (fun p : m × n => X p.1 p.2) ∈ invariants D E ↔
      ∀ g, (D g : Matrix m m ℂ) * X = X * (E g : Matrix n n ℂ) := by
  change (∀ g, ((D g : Matrix m m ℂ) ⊗ₖ (E g : Matrix n n ℂ).map star) *ᵥ
    (fun p : m × n => X p.1 p.2) = fun p => X p.1 p.2) ↔ _
  refine forall_congr' fun g => ?_
  rw [kronecker_conj_mulVec]
  -- unitarity moves `E(g)†` to the other side
  have h1 : (E g : Matrix n n ℂ) * (E g : Matrix n n ℂ)ᴴ = 1 :=
    Matrix.mem_unitaryGroup_iff.mp (E g).2
  have h2 : (E g : Matrix n n ℂ)ᴴ * (E g : Matrix n n ℂ) = 1 :=
    Matrix.mem_unitaryGroup_iff'.mp (E g).2
  constructor
  · intro h
    have hX : (D g : Matrix m m ℂ) * X * (E g : Matrix n n ℂ)ᴴ = X := by
      ext i j
      exact congrFun h (i, j)
    calc (D g : Matrix m m ℂ) * X
        = (D g : Matrix m m ℂ) * X * ((E g : Matrix n n ℂ)ᴴ * (E g : Matrix n n ℂ)) := by
          rw [h2, Matrix.mul_one]
      _ = ((D g : Matrix m m ℂ) * X * (E g : Matrix n n ℂ)ᴴ) * (E g : Matrix n n ℂ) := by
          simp only [Matrix.mul_assoc]
      _ = X * (E g : Matrix n n ℂ) := by rw [hX]
  · intro h
    rw [h, Matrix.mul_assoc, h1, Matrix.mul_one]
```

Now set $E=D$ and $X=\mathbb 1$. The condition becomes $D(g)\mathbb 1=\mathbb 1D(g)$, so the paired vector is always fixed, whatever the commutant.

```lean
/-- The paired vector `∑ᵢ eᵢ ⊗ eᵢ` is fixed by every `D(g) ⊗ conj D(g)`. -/
theorem pairVector_mem_invariants (D : G →* Matrix.unitaryGroup n ℂ) :
    pairVector n ∈ invariants D D := by
  have h : pairVector n = fun p => (1 : Matrix n n ℂ) p.1 p.2 := funext pairVector_apply
  rw [h, mem_invariants_iff_intertwines]
  intro g
  rw [Matrix.mul_one, Matrix.one_mul]
```

Without unitarity, $\mathbb 1$ is sent to $D(g)D(g)^\dagger$, which need not be $\mathbb 1$. A mirror written in a skew basis as $\begin{pmatrix}1&1\\0&-1\end{pmatrix}$ still squares to the identity, but it sends $\mathbb 1$ to $\begin{pmatrix}2&-1\\-1&1\end{pmatrix}$.

## A scalar commutant

Physically, suppose that a Hamiltonian commutes with the symmetry operations and maps a finite-dimensional space of states into itself. If the symmetry matrices on that space have a scalar commutant, the Hamiltonian acts there as a single energy times the identity. For finite-dimensional unitary representations of nonzero dimension, Schur's lemma and complete reducibility identify this condition with irreducibility; that identification is background, and the theorems speak only of the commutant.

By hand, the fixed vectors of $\Gamma\times\Gamma^*$ are the matrices that commute with every $D(g)$. If the commutant is scalar, each fixed $X$ equals $c\,\mathbb 1$, which is $c$ times the paired vector. Conversely, suppose that every fixed vector is a multiple of the paired vector. A commuting $X$ is then a fixed vector, and so equals $c\,\mathbb 1$.

In `invariants_eq_span_iff`, the line of multiples is `Submodule.span ℂ {pairVector n}`. The first branch takes a commuting matrix to a fixed vector and reads off $c$. The second proves two inclusions: the scalar commutant puts every fixed vector on the line, and the previous lemma puts the line among the fixed vectors.

```lean
/-- The fixed vectors of `Γ × Γ*` are exactly the multiples of `∑ᵢ eᵢ ⊗ eᵢ` if and only if
the commutant of the matrices `D(g)` is scalar. -/
theorem invariants_eq_span_iff (D : G →* Matrix.unitaryGroup n ℂ) :
    invariants D D = Submodule.span ℂ {pairVector n} ↔ ScalarCommutant D := by
  constructor
  · intro h X hX
    have hv := (mem_invariants_iff_intertwines D D X).2 hX
    rw [h, Submodule.mem_span_singleton] at hv
    obtain ⟨c, hc⟩ := hv
    refine ⟨c, ?_⟩
    ext i j
    have e := congrFun hc (i, j)
    rw [Pi.smul_apply, pairVector_apply] at e
    exact e.symm
  · intro h
    apply le_antisymm
    · intro v hv
      -- a fixed vector is a commuting matrix, hence a multiple of the identity
      obtain ⟨c, hc⟩ := h (Matrix.of fun i j => v (i, j))
        ((mem_invariants_iff_intertwines D D _).1 hv)
      rw [Submodule.mem_span_singleton]
      refine ⟨c, ?_⟩
      funext ⟨i, j⟩
      have e := congrFun (congrFun hc i) j
      rw [Pi.smul_apply, pairVector_apply]
      exact e.symm
    · rw [Submodule.span_singleton_le_iff_mem]
      exact pairVector_mem_invariants D
```

Without a scalar commutant there are further fixed vectors. If every $g$ acts as the identity in two dimensions, all $2\times2$ matrices commute with the representation and the trivial species occurs four times.

## Nonzero dimension

The hypothesis `[Nonempty n]` says that the species contains at least one basis function. By hand, it makes the paired vector nonzero, since its component at $(i,i)$ is 1. Its multiples therefore form a space of dimension one. If the commutant is scalar, this line is the whole fixed space and the multiplicity is one. Conversely, a one-dimensional fixed space that contains this line must equal it, and the commutant is scalar by the preceding equivalence.

The proof establishes `hne` from that diagonal component, computes the dimension of the line with `finrank_span_singleton`, and gets the converse from `Submodule.eq_of_le_of_finrank_eq`.

```lean
/-- In nonzero dimension, `Γ × Γ*` contains the trivial species exactly once if and only if
the commutant of the matrices `D(g)` is scalar. -/
theorem trivial_species_once_iff [Nonempty n] (D : G →* Matrix.unitaryGroup n ℂ) :
    Module.finrank ℂ (invariants D D) = 1 ↔ ScalarCommutant D := by
  have hne : pairVector n ≠ 0 := by
    intro h
    obtain ⟨i⟩ := ‹Nonempty n›
    have e := congrFun h (i, i)
    rw [pairVector_apply] at e
    simp at e
  rw [← invariants_eq_span_iff]
  constructor
  · intro h
    symm
    apply Submodule.eq_of_le_of_finrank_eq
    · rw [Submodule.span_singleton_le_iff_mem]
      exact pairVector_mem_invariants D
    · rw [finrank_span_singleton hne, h]
  · intro h
    rw [h]
    exact finrank_span_singleton hne
```

In dimension zero the count fails: the only matrix is both zero and the identity, so the commutant is scalar, yet the fixed space has dimension 0. The smallest case allowed is dimension one. There $D(g)$ is a phase $\lambda(g)$, the product acts as $\lambda(g)\overline{\lambda(g)}=1$, and the whole one-dimensional space is fixed.

## No nonzero intertwiner between two species

For two species, the corresponding condition is that $D(g)X=XE(g)$ for all $g$ forces $X=0$. Since fixed vectors and intertwiners are the same arrays of numbers, one set contains only zero exactly when the other does. The proof translates in each direction with `mem_invariants_iff_intertwines`; `⊥` denotes the zero subspace.

```lean
/-- The product `Γ × Γ'*` has no nonzero fixed vector exactly when the only matrix `X` with
`D(g) X = X E(g)` for all `g` is zero. -/
theorem trivial_species_absent_iff (D : G →* Matrix.unitaryGroup m ℂ)
    (E : G →* Matrix.unitaryGroup n ℂ) :
    invariants D E = ⊥ ↔ ∀ X : Matrix m n ℂ,
      (∀ g, (D g : Matrix m m ℂ) * X = X * (E g : Matrix n n ℂ)) → X = 0 := by
  constructor
  · intro h X hX
    have h0 := (mem_invariants_iff_intertwines D E X).2 hX
    rw [h, Submodule.mem_bot] at h0
    ext i j
    exact congrFun h0 (i, j)
  · intro h
    rw [Submodule.eq_bot_iff]
    intro v hv
    have h0 := h (Matrix.of fun i j => v (i, j))
      ((mem_invariants_iff_intertwines D E _).1 hv)
    funext ⟨i, j⟩
    exact congrFun (congrFun h0 i) j
```

Without this condition, any nonzero intertwiner is itself a nonzero fixed vector. With $E=D$ in nonzero dimension, the identity is one.

This bears on the block structure of electronic-structure matrices. For finite orthonormal sets of orbitals transforming by $D$ and $E$, the matrix $M_{ij}=\langle\phi_i|H|\psi_j\rangle$ of a symmetry-invariant one-electron operator satisfies $D(g)M=ME(g)$, so it vanishes when zero is the only intertwiner.

## Two mirrors of the square

A concrete planar group meets the conditions. It is generated by $(x,y)\mapsto(x,-y)$ and $(x,y)\mapsto(y,x)$, and `squareRep` lets it act by its own matrices. These are real, so conjugation changes nothing in this example.

```lean
/-- The mirror `(x, y) ↦ (x, -y)` of the plane. -/
def axialMirror : Matrix.unitaryGroup (Fin 2) ℂ :=
  ⟨!![1, 0; 0, -1], by
    rw [Matrix.mem_unitaryGroup_iff]
    ext i j
    fin_cases i <;> fin_cases j <;>
      simp [Matrix.mul_apply, Fin.sum_univ_succ, Matrix.star_apply]⟩

/-- The mirror `(x, y) ↦ (y, x)` of the plane. -/
def diagonalMirror : Matrix.unitaryGroup (Fin 2) ℂ :=
  ⟨!![0, 1; 1, 0], by
    rw [Matrix.mem_unitaryGroup_iff]
    ext i j
    fin_cases i <;> fin_cases j <;>
      simp [Matrix.mul_apply, Fin.sum_univ_succ, Matrix.star_apply]⟩

/-- The group generated by the two mirrors, acting on the plane by its own matrices. -/
def squareRep : Subgroup.closure {axialMirror, diagonalMirror} →* Matrix.unitaryGroup (Fin 2) ℂ :=
  Subgroup.subtype _
```

Let $X$ commute with the group, with indices 0 and 1 as in Lean. Commuting with the axial mirror gives $X_{01}=-X_{01}$ and $-X_{10}=X_{10}$, so both off-diagonal entries vanish. Commuting with the diagonal mirror gives $X_{10}=X_{01}$ and $X_{11}=X_{00}$. Hence $X=X_{00}\mathbb 1$.

The proof takes $X_{01}=0$ from the axial mirror as `e1`, and the two equalities from the diagonal mirror as `e2` and `e3`. The multiplicity then follows from `trivial_species_once_iff`.

```lean
/-- The planar representation generated by the two mirrors has scalar commutant, and its
product with its conjugate contains the trivial species exactly once. -/
theorem squareRep_witness :
    ScalarCommutant squareRep ∧ Module.finrank ℂ (invariants squareRep squareRep) = 1 := by
  have key : ScalarCommutant squareRep := by
    intro X h
    have h1 : (!![1, 0; 0, -1] : Matrix (Fin 2) (Fin 2) ℂ) * X = X * !![1, 0; 0, -1] :=
      h ⟨axialMirror, Subgroup.subset_closure (by simp)⟩
    have h2 : (!![0, 1; 1, 0] : Matrix (Fin 2) (Fin 2) ℂ) * X = X * !![0, 1; 1, 0] :=
      h ⟨diagonalMirror, Subgroup.subset_closure (by simp)⟩
    -- the axial mirror gives `e1`, the diagonal mirror gives `e2` and `e3`
    have e1 : X 0 1 = 0 := by
      have e := congrFun (congrFun h1 0) 1
      norm_num [Matrix.mul_apply, Fin.sum_univ_two] at e
      first
        | exact e
        | linear_combination e / 2
    have e2 : X 1 0 = X 0 1 := by
      simpa [Matrix.mul_apply, Fin.sum_univ_two] using congrFun (congrFun h2 0) 0
    have e3 : X 1 1 = X 0 0 := by
      simpa [Matrix.mul_apply, Fin.sum_univ_two] using congrFun (congrFun h2 0) 1
    refine ⟨X 0 0, ?_⟩
    ext i j
    fin_cases i <;> fin_cases j <;> simp [e1, e2, e3]
  exact ⟨key, (trivial_species_once_iff squareRep).2 key⟩

end

end TrivialSpeciesInDirectProduct
```

Up to a phase, the normalised fixed vector is $(e_0\otimes e_0+e_1\otimes e_1)/\sqrt2$. Both mirrors are needed here: the axial mirror alone commutes with every diagonal matrix, and the diagonal mirror alone with every $\begin{pmatrix}a&b\\b&a\end{pmatrix}$, so either one by itself gives multiplicity two.

```lean
#print axioms TrivialSpeciesInDirectProduct.trivial_species_once_iff
#print axioms TrivialSpeciesInDirectProduct.trivial_species_absent_iff
```

```
'TrivialSpeciesInDirectProduct.trivial_species_once_iff' depends on axioms: [propext, Classical.choice, Quot.sound]
'TrivialSpeciesInDirectProduct.trivial_species_absent_iff' depends on axioms: [propext, Classical.choice, Quot.sound]
```
